# The imaginary part of the overlap of two state derivatives as a sum over the other eigenstates

For a Hermitian Hamiltonian `H` with a finite orthonormal eigenbasis, the theorem `curvature_eq_state_derivatives` concerns a non-degenerate level `o` and two vectors φ and χ that solve the differentiated Schrödinger equations for a Hermitian perturbation `V` and a linear perturbation `W`. If ⟨u_o, φ⟩ and ⟨u_o, χ⟩ have zero real part, as preservation of the norm requires, then 2 Im⟨φ, χ⟩ equals 2 Im Σ_{m≠o} ⟨u_o, V u_m⟩⟨u_m, W u_o⟩/(E_o − E_m)², which the file defines as the Berry curvature. The proof expands ⟨φ, χ⟩ in the eigenbasis and splits off the term m = o, which is real because it is a product of two imaginary numbers. The remaining terms are matched one by one through the first-order coefficients of φ and χ.

Lean 4 with Mathlib refuses this proof:

```lean
import Mathlib

open Finset

namespace BerryCurvatureGapBound

noncomputable section

variable {ι F : Type*} [Fintype ι] [DecidableEq ι]
  [NormedAddCommGroup F] [InnerProductSpace ℂ F]

/-- The Berry curvature of level `o` as a sum over all other states, for the
perturbations `V` and `W` that belong to two parameters of the Hamiltonian. -/
def berryCurvature (u : OrthonormalBasis ι ℂ F) (E : ι → ℝ) (o : ι)
    (V W : F →ₗ[ℂ] F) : ℝ :=
  2 * (∑ m ∈ univ.erase o, inner ℂ (u o) (V (u m)) * inner ℂ (u m) (W (u o)) /
    ((E o - E m : ℝ) : ℂ) ^ 2).im

omit [DecidableEq ι] in
/-- If `φ` solves the differentiated Schrödinger equation, its component along another eigenstate `u
m`, times `E o - E m`, equals the matrix element `⟨u m, V (u o)⟩`. -/
theorem first_order_coefficient (u : OrthonormalBasis ι ℂ F) (E : ι → ℝ) {o m : ι}
    {H V : F →ₗ[ℂ] F} (hH : H.IsSymmetric) (hu : ∀ j, H (u j) = (E j : ℂ) • u j)
    {φ : F} {ε : ℂ} (hφ : H φ + V (u o) = (E o : ℂ) • φ + ε • u o) (hm : m ≠ o) :
    ((E o - E m : ℝ) : ℂ) * inner ℂ (u m) φ = inner ℂ (u m) (V (u o)) := by
  have h0 : inner ℂ (u m) (u o) = 0 := u.orthonormal.2 hm
  have h := congrArg (fun x => inner ℂ (u m) x) hφ
  simp only [inner_add_right, inner_smul_right] at h
  rw [← hH (u m) φ, hu, inner_smul_left, h0, Complex.conj_ofReal] at h
  push_cast
  linear_combination -h

/-- For Hermitian `V`, a non-degenerate level `o` and two norm-preserving solutions `φ` and `χ` of
the differentiated Schrödinger equations for `V` and `W`, `2 Im ⟨φ, χ⟩` equals the sum over states.
-/
theorem curvature_eq_state_derivatives (u : OrthonormalBasis ι ℂ F) (E : ι → ℝ) (o : ι)
    {H V W : F →ₗ[ℂ] F} (hH : H.IsSymmetric) (hu : ∀ j, H (u j) = (E j : ℂ) • u j)
    (hV : V.IsSymmetric) (hE : ∀ m, m ≠ o → E m ≠ E o) {φ χ : F} {ε η : ℂ}
    (hφ : H φ + V (u o) = (E o : ℂ) • φ + ε • u o)
    (hχ : H χ + W (u o) = (E o : ℂ) • χ + η • u o)
    (nφ : (inner ℂ (u o) φ).re = 0) (nχ : (inner ℂ (u o) χ).re = 0) :
    2 * (inner ℂ φ χ).im = berryCurvature u E o V W := by
  have hs : inner ℂ φ χ = inner ℂ φ (u o) * inner ℂ (u o) χ +
      ∑ m ∈ univ.erase o, inner ℂ φ (u m) * inner ℂ (u m) χ := by
    rw [← u.sum_inner_mul_inner φ χ]
    exact (Finset.add_sum_erase univ
      (fun m => inner ℂ φ (u m) * inner ℂ (u m) χ) (Finset.mem_univ o)).symm
  -- the phase-dependent part is a product of two imaginary numbers
  have h0 : (inner ℂ φ (u o) * inner ℂ (u o) χ).im = 0 := by
    rw [← inner_conj_symm φ (u o)]
    simp [Complex.mul_im, nφ, nχ]
  unfold berryCurvature
  rw [hs, Complex.add_im, h0, zero_add]
  congr 2
  refine Finset.sum_congr rfl fun m hm => ?_
  have hm' := Finset.ne_of_mem_erase hm
  have hd : ((E o - E m : ℝ) : ℂ) ≠ 0 :=
    Complex.ofReal_ne_zero.mpr (sub_ne_zero.mpr (hE m hm').symm)
  have h1 := first_order_coefficient u E hH hu hφ hm'
  have h2 := first_order_coefficient u E hH hu hχ hm'
  have h3 : ((E o - E m : ℝ) : ℂ) * inner ℂ φ (u m) = inner ℂ (u o) (V (u m)) := by
    rw [← hV (u o) (u m), ← inner_conj_symm (V (u o)) (u m), ← h1, map_mul,
      Complex.conj_ofReal, inner_conj_symm]
  rw [← h3, ← h2, eq_div_iff (pow_ne_zero 2 hd)]
  ring

end

end BerryCurvatureGapBound
```

The compiler's answer:

```
Main.lean:49:58: error: unsolved goals
ι : Type u_1
F : Type u_2
inst✝³ : Fintype ι
inst✝² : DecidableEq ι
inst✝¹ : NormedAddCommGroup F
inst✝ : InnerProductSpace ℂ F
u : OrthonormalBasis ι ℂ F
E : ι → ℝ
o : ι
H V W : F →ₗ[ℂ] F
hH : H.IsSymmetric
hu : ∀ (j : ι), H (u j) = ↑(E j) • u j
hV : V.IsSymmetric
hE : ∀ (m : ι), m ≠ o → E m ≠ E o
φ χ : F
ε η : ℂ
hφ : H φ + V (u o) = ↑(E o) • φ + ε • u o
hχ : H χ + W (u o) = ↑(E o) • χ + η • u o
nφ : (inner ℂ (u o) φ).re = 0
nχ : (inner ℂ (u o) χ).re = 0
hs : inner ℂ φ χ = inner ℂ φ (u o) * inner ℂ (u o) χ + ∑ m ∈ univ.erase o, inner ℂ φ (u m) * inner ℂ (u m) χ
⊢ (inner ℂ φ (u o)).re = 0 ∨ (inner ℂ (u o) χ).im = 0
Main.lean:51:26: warning: This simp argument is unused:
  nφ

Hint: Omit it from the simp argument list.
  [apply] simp [Complex.mul_im, nχ]

Note: This linter can be disabled with `set_option linter.unusedSimpArgs false`
```

As a diff, the version that Lean accepts:

```diff
@@ -49,5 +49,5 @@
   have h0 : (inner ℂ φ (u o) * inner ℂ (u o) χ).im = 0 := by
     rw [← inner_conj_symm φ (u o)]
-    simp [Complex.mul_im, nφ, nχ]
+    rw [Complex.mul_im, Complex.conj_re, nφ, nχ, zero_mul, mul_zero, add_zero]
   unfold berryCurvature
   rw [hs, Complex.add_im, h0, zero_add]
```

Diagnosis. The error is in `h0`, the claim that the term m = o has zero imaginary part. The `rw` before the `simp` turns `inner ℂ φ (u o)` into the conjugate of `inner ℂ (u o) φ`, so that `nφ` can be used. But `inner_conj_symm` is itself a `simp` lemma, and `simp` applies it in the forward direction, which undoes the rewrite. The hypothesis `nφ` speaks of `inner ℂ (u o) φ` and no longer matches anything, hence the warning that it is unused. With `nχ`, `simp` removes one of the two products in `Complex.mul_im`; the other must still vanish, and this is left as the "or" in the unsolved goal.

The repair replaces `simp` by a `rw` with a fixed list of lemmas, so the conjugate stays in place. `Complex.mul_im` expands the imaginary part, and `Complex.conj_re` replaces the real part of the conjugate by that of `inner ℂ (u o) φ`, which `nφ` sets to zero. `nχ` does the same for the other factor, and the last three lemmas reduce the sum to zero.
